# Orbitals that vanish beyond z = c miss a normalised exponential tail by a squared error of at least exp(-2kc)

Suppose you converge a surface calculation by adding strictly localised orbitals at a fixed cutoff. The results settle, and it looks as if the basis is complete. The wavefunction beyond the outermost cutoff is still missing, and no further function that also vanishes there can supply it.

For a one-dimensional tail with binding energy W > 0, in atomic units, let

k = √(2W), ψ(z) = √(2k) exp(-kz) for z > 0.

If f is real, square integrable on z > 0 and zero for z > c, with c ≥ 0, then

E(f) = ∫₀^∞ (ψ - f)² dz ≥ exp(-2kc).

Equality holds exactly when f = ψ almost everywhere on 0 < z ≤ c.

## Choosing a cutoff for the vacuum side

Codes with numerical atomic orbitals use strict cutoffs to keep their matrices sparse. In this one-electron model with a flat vacuum potential, the bound gives the smallest reach compatible with a required accuracy of the tail. Here c is the furthest reach of the whole basis, measured from the plane z = 0 where the tail starts, and not from a nucleus.

Take W = 1/8 hartree. Then k = 1/2 and 2k = 1, so the bound is exp(-c). A reach of 6 bohr leaves a squared error of at least exp(-6) ≈ 0.0025. An error of at most 10⁻⁴ needs c ≥ ln 10⁴ ≈ 9.21 bohr.

## Splitting the error at z = c

Differentiating gives ψ' = -kψ, hence ψ'' = k²ψ = 2Wψ, and so

-ψ''/2 = -Wψ.

The density ψ² = 2k exp(-2kz) has the antiderivative -exp(-2kz), which tends to 0 at infinity. Therefore

∫_c^∞ ψ² dz = exp(-2kc),

and c = 0 gives the norm 1. Since f = 0 beyond c,

E(f) = ∫₀^c (ψ - f)² dz + exp(-2kc).

The first term is non-negative, which proves the bound. It is zero exactly when f = ψ almost everywhere on (0, c], as for ψ truncated at c.

A linear combination of functions that vanish beyond c also vanishes there, so the bound applies to it whatever the coefficients. If E(f) ≤ ε, then exp(-2kc) ≤ ε. Thus ε is positive, and taking logarithms gives

c ≥ -ln ε / (2k).

At c = 0 the orbital vanishes on the whole vacuum side, and the error is the full norm, 1.

```lean
import Mathlib

open MeasureTheory Set Filter Topology

namespace VacuumTail

noncomputable section

/-- The decay constant `k = √(2W)` of a state bound by the energy `W > 0`, in atomic units. -/
def decay (W : ℝ) : ℝ := Real.sqrt (2 * W)

/-- The vacuum tail `ψ(z) = √(2k) exp(-kz)`. -/
def tail (W z : ℝ) : ℝ := Real.sqrt (2 * decay W) * Real.exp (-(decay W * z))

/-- The squared error of the orbital `f` on the vacuum side: the integral of `(ψ - f)²`
over `z > 0`, for square-integrable `f`. -/
def tailError (W : ℝ) (f : ℝ → ℝ) : ℝ := ∫ z in Ioi (0 : ℝ), (tail W z - f z) ^ 2

/-- A positive binding energy gives a positive decay constant. -/
theorem decay_pos {W : ℝ} (hW : 0 < W) : 0 < decay W :=
  Real.sqrt_pos.2 (by linarith)

/-- The vacuum tail satisfies the first-order decay law `ψ' = -kψ`. -/
theorem hasDerivAt_tail (W z : ℝ) : HasDerivAt (tail W) (-decay W * tail W z) z := by
  have h : HasDerivAt (fun y : ℝ => -(decay W * y)) (-(decay W * 1)) z :=
    ((hasDerivAt_id' z).const_mul (decay W)).fun_neg
  exact (h.exp.const_mul (Real.sqrt (2 * decay W))).congr_deriv (by simp only [tail]; ring)

/-- The vacuum tail solves the Schrödinger equation `-ψ''/2 = -Wψ`. -/
theorem tail_schrodinger {W : ℝ} (hW : 0 < W) (z : ℝ) :
    -(1 / 2) * deriv (deriv (tail W)) z = -W * tail W z := by
  have h1 : deriv (tail W) = fun y => -decay W * tail W y :=
    funext fun y => (hasDerivAt_tail W y).deriv
  have hk : decay W ^ 2 = 2 * W := Real.sq_sqrt (by linarith)
  rw [h1, ((hasDerivAt_tail W z).const_mul (-decay W)).deriv]
  linear_combination (-(1 / 2) * tail W z) * hk

/-- The probability of finding the electron beyond the plane `z = c` is `exp(-2kc)`
for `c ≥ 0`; the integral formula holds for every real `c`. -/
theorem integral_tail_sq {W : ℝ} (hW : 0 < W) (c : ℝ) :
    ∫ z in Ioi c, tail W z ^ 2 = Real.exp (-(2 * decay W * c)) := by
  have hk := decay_pos hW
  have hsq : ∀ z, tail W z ^ 2 = 2 * decay W * Real.exp (-(2 * decay W * z)) := by
    intro z
    have he : Real.exp (-(2 * decay W * z)) = Real.exp (-(decay W * z)) ^ 2 := by
      rw [← Real.exp_nat_mul]
      congr 1
      push_cast
      ring
    rw [he, tail, mul_pow, Real.sq_sqrt (by positivity)]
  -- an antiderivative of the density is `-exp(-2kz)`
  have hd : ∀ z ∈ Ici c, HasDerivAt (fun y : ℝ => -Real.exp (-(2 * decay W * y)))
      (tail W z ^ 2) z := by
    intro z _
    have h : HasDerivAt (fun y : ℝ => -(2 * decay W * y)) (-(2 * decay W * 1)) z :=
      ((hasDerivAt_id' z).const_mul (2 * decay W)).fun_neg
    refine h.exp.fun_neg.congr_deriv ?_
    rw [hsq]
    ring
  have hlim : Tendsto (fun y : ℝ => -Real.exp (-(2 * decay W * y))) atTop (𝓝 (-0)) :=
    (Real.tendsto_exp_neg_atTop_nhds_zero.comp
      (tendsto_id.const_mul_atTop (by positivity : 0 < 2 * decay W))).neg
  rw [integral_Ioi_of_hasDerivAt_of_nonneg' hd (fun z _ => sq_nonneg _) hlim]
  ring

/-- The vacuum tail is normalised on `z > 0`. -/
theorem tail_normalised {W : ℝ} (hW : 0 < W) : ∫ z in Ioi (0 : ℝ), tail W z ^ 2 = 1 := by
  simpa using integral_tail_sq hW 0

/-- The vacuum tail is square integrable on `z > 0`. -/
theorem memLp_tail {W : ℝ} (hW : 0 < W) : MemLp (tail W) 2 (volume.restrict (Ioi 0)) := by
  have hc : Continuous (tail W) :=
    continuous_iff_continuousAt.2 fun z => (hasDerivAt_tail W z).continuousAt
  refine (memLp_two_iff_integrable_sq hc.aestronglyMeasurable).2 ?_
  -- a non-integrable density would have integral zero, not one
  by_contra h
  have h1 := tail_normalised hW
  rw [integral_undef h] at h1
  exact zero_ne_one h1

/-- For a square-integrable orbital that vanishes beyond `c ≥ 0`, the squared error is the integral
of `(ψ - f)²` over `0 < z ≤ c` plus `exp(-2kc)`. -/
theorem tailError_split {W c : ℝ} (hW : 0 < W) (hc : 0 ≤ c) {f : ℝ → ℝ}
    (hf : MemLp f 2 (volume.restrict (Ioi 0))) (hv : ∀ z, c < z → f z = 0) :
    tailError W f =
      (∫ z in Ioc 0 c, (tail W z - f z) ^ 2) + Real.exp (-(2 * decay W * c)) := by
  have hi : IntegrableOn (fun z => (tail W z - f z) ^ 2) (Ioi 0) :=
    ((memLp_tail hW).sub hf).integrable_sq
  have hout : ∫ z in Ioi c, (tail W z - f z) ^ 2 = ∫ z in Ioi c, tail W z ^ 2 :=
    setIntegral_congr_fun measurableSet_Ioi fun z hz => by simp [hv z hz]
  have hdis : Disjoint (Ioc 0 c) (Ioi c) :=
    Set.disjoint_left.2 fun z h1 h2 => not_lt_of_ge h1.2 h2
  rw [tailError, ← Ioc_union_Ioi_eq_Ioi hc, setIntegral_union hdis measurableSet_Ioi
    (hi.mono_set Ioc_subset_Ioi_self) (hi.mono_set (Ioi_subset_Ioi hc)), hout,
    integral_tail_sq hW]

/-- Every square-integrable orbital that vanishes beyond `c ≥ 0` misses the vacuum tail by a
squared error of at least `exp(-2kc)`. -/
theorem confinement_bound {W c : ℝ} (hW : 0 < W) (hc : 0 ≤ c) {f : ℝ → ℝ}
    (hf : MemLp f 2 (volume.restrict (Ioi 0))) (hv : ∀ z, c < z → f z = 0) :
    Real.exp (-(2 * decay W * c)) ≤ tailError W f := by
  rw [tailError_split hW hc hf hv]
  have h : 0 ≤ ∫ z in Ioc 0 c, (tail W z - f z) ^ 2 := integral_nonneg fun z => sq_nonneg _
  linarith

/-- A confined orbital attains the least error `exp(-2kc)` exactly when it agrees with the
vacuum tail almost everywhere on `0 < z ≤ c`. -/
theorem confinement_eq_iff {W c : ℝ} (hW : 0 < W) (hc : 0 ≤ c) {f : ℝ → ℝ}
    (hf : MemLp f 2 (volume.restrict (Ioi 0))) (hv : ∀ z, c < z → f z = 0) :
    tailError W f = Real.exp (-(2 * decay W * c)) ↔
      f =ᵐ[volume.restrict (Ioc 0 c)] tail W := by
  have hi : IntegrableOn (fun z => (tail W z - f z) ^ 2) (Ioi 0) :=
    ((memLp_tail hW).sub hf).integrable_sq
  have h0 : (∫ z in Ioc 0 c, (tail W z - f z) ^ 2) = 0 ↔
      (fun z => (tail W z - f z) ^ 2) =ᵐ[volume.restrict (Ioc 0 c)] 0 :=
    integral_eq_zero_iff_of_nonneg (fun z => sq_nonneg _) (hi.mono_set Ioc_subset_Ioi_self)
  rw [tailError_split hW hc hf hv]
  constructor
  · intro h
    filter_upwards [h0.1 (by linarith)] with z hz
    have h2 : (tail W z - f z) ^ 2 = 0 := hz
    have h3 := (pow_eq_zero_iff two_ne_zero).1 h2
    linarith
  · intro h
    have h1 := h0.2 (by filter_upwards [h] with z hz; simp [hz])
    linarith

/-- The vacuum tail truncated at `c ≥ 0` has squared error exactly `exp(-2kc)`. -/
theorem truncated_tail_error {W c : ℝ} (hW : 0 < W) (hc : 0 ≤ c) :
    tailError W ((Iic c).indicator (tail W)) = Real.exp (-(2 * decay W * c)) := by
  refine (confinement_eq_iff hW hc ((memLp_tail hW).indicator measurableSet_Iic)
    fun z hz => indicator_of_notMem (show z ∉ Iic c from not_le_of_gt hz) _).2 ?_
  exact ae_restrict_of_forall_mem measurableSet_Ioc fun z hz =>
    indicator_of_mem (show z ∈ Iic c from hz.2) _

/-- No linear combination of finitely many basis orbitals, all vanishing beyond `c ≥ 0`, has
a squared error below `exp(-2kc)`. -/
theorem confined_basis_bound {ι : Type*} [Fintype ι] {W c : ℝ} (hW : 0 < W) (hc : 0 ≤ c)
    {φ : ι → ℝ → ℝ} (hφ : ∀ i, MemLp (φ i) 2 (volume.restrict (Ioi 0)))
    (hv : ∀ i z, c < z → φ i z = 0) (a : ι → ℝ) :
    Real.exp (-(2 * decay W * c)) ≤ tailError W (fun z => ∑ i, a i * φ i z) :=
  confinement_bound hW hc
    (memLp_finsetSum Finset.univ fun i _ => (hφ i).const_mul (a i))
    fun z hz => Finset.sum_eq_zero fun i _ => by rw [hv i z hz, mul_zero]

/-- If a square-integrable orbital vanishes beyond the plane `z = c`, with `c ≥ 0`, and has squared
error at most `ε`, then `c` is at least `-log ε / (2k)`. -/
theorem radius_bound {W c ε : ℝ} (hW : 0 < W) (hc : 0 ≤ c) {f : ℝ → ℝ}
    (hf : MemLp f 2 (volume.restrict (Ioi 0))) (hv : ∀ z, c < z → f z = 0)
    (hε : tailError W f ≤ ε) : -Real.log ε / (2 * decay W) ≤ c := by
  have hk := decay_pos hW
  have h := (confinement_bound hW hc hf hv).trans hε
  have hl := (Real.le_log_iff_exp_le ((Real.exp_pos _).trans_le h)).2 h
  rw [div_le_iff₀ (by positivity)]
  linarith

end

end VacuumTail
```

```lean
#print axioms VacuumTail.tailError_split
-- 'VacuumTail.tailError_split' depends on axioms: [propext, Classical.choice, Quot.sound]
#print axioms VacuumTail.truncated_tail_error
-- 'VacuumTail.truncated_tail_error' depends on axioms: [propext, Classical.choice, Quot.sound]
#print axioms VacuumTail.confined_basis_bound
-- 'VacuumTail.confined_basis_bound' depends on axioms: [propext, Classical.choice, Quot.sound]
#print axioms VacuumTail.radius_bound
-- 'VacuumTail.radius_bound' depends on axioms: [propext, Classical.choice, Quot.sound]
```

## How the Lean statements map to the tail

`decay W` is k, `tail W z` is ψ(z) and `tailError W f` is E(f). `Ioi 0` is the half line z > 0, and `MemLp f 2 (volume.restrict (Ioi 0))` says that f is square integrable there. Every theorem about a confined f assumes this and c ≥ 0, including `confinement_eq_iff`, whose docstring leaves both out. Confinement is the hypothesis `∀ z, c < z → f z = 0`. In `confined_basis_bound` the basis is finite, its functions are square integrable on z > 0, its coefficients are real, and one c serves all its functions.

The energy zero is the vacuum level, and the flat potential is assumed, so there is no image potential. With ψ normalised on the half line, E(f) is relative to the tail's own norm, and the probability in the docstring of `integral_tail_sq` is that for an electron known to be at z > 0. The theorems concern this squared error and say nothing about energies or three-dimensional orbitals. They don't require f to be continuous: for c > 0 the truncated tail that attains the bound jumps at c.

## How the proof follows the split

`hasDerivAt_tail` is the first-order decay law, and `tail_schrodinger` differentiates once more and inserts k² = 2W. `integral_tail_sq` evaluates the outer integral from the antiderivative and its limit; `tail_normalised` is its case c = 0.

Lean gives a non-integrable function the integral 0, so square integrability has to be tracked. `memLp_tail` uses this convention in reverse: the integral of ψ² is 1, so ψ² must be integrable.

`tailError_split` divides the half line into `Ioc 0 c` and `Ioi c` and replaces ψ - f by ψ on the outer part. `confinement_bound` then needs only a non-negative inner integral. `confinement_eq_iff` uses the fact that a non-negative integrable function has integral zero exactly when it vanishes almost everywhere, and `truncated_tail_error` applies this to the truncated tail. `confined_basis_bound` checks that the sum is square integrable and confined, and `radius_bound` takes the logarithm.
